# The Harris energy derivative for a potential linear in the density: Hellmann–Feynman term plus non-self-consistency correction

Let real orbitals $c_k(t)$ be normalised eigenvectors of $h(t)+\mathrm{diag}(Kn(t))$ with eigenvalues $e_k(t)$. Here $h$ is the bare Hamiltonian, $n$ the input density and $K$ a constant interaction matrix; $h$ and $K$ are symmetric. With fixed occupations $f_k$ and output density $\rho=\sum_k f_k c_k^2$ (squared point by point), the Harris energy

$$E=\sum_k f_k e_k-\tfrac12 n^TKn$$

has the derivative

$$E'=\sum_k f_k\,c_k^Th'c_k+(\rho-n)^TKn',$$

provided that $h$, $n$ and the orbitals are differentiable. If $t$ is an atomic coordinate, $-E'$ is the electronic part of the force derived from the Harris energy, which away from self-consistency is in general only an approximation to the self-consistent force; the ion–ion part is left out. The second term is the part of this derivative that the Hellmann–Feynman term leaves out when a calculation is stopped before self-consistency, here for a finite, fixed grid and a potential linear in the density.

## The model

```lean
import Mathlib

open Matrix

namespace HarrisForce

noncomputable section

variable {ι κ : Type*} [Fintype ι] [Fintype κ]
```

The type `ι` labels grid points and `κ` labels orbitals; both are finite. A density or an orbital is a function `ι → ℝ`, that is, a real vector with one entry per grid point.

```lean
/-- The effective Hamiltonian: the bare part `h` plus the local potential `K n` of the
input density `n`. -/
def effectiveHamiltonian [DecidableEq ι] (h K : Matrix ι ι ℝ) (n : ι → ℝ) : Matrix ι ι ℝ :=
  h + Matrix.diagonal (K *ᵥ n)
```

This is $H=h+\mathrm{diag}(Kn)$. The symbol `*ᵥ` is a matrix acting on a vector, so `K *ᵥ n` is the potential $(Kn)_i=\sum_j K_{ij}n_j$. The matrix $K$ stands for an interaction such as the Hartree kernel on a grid that does not move with the atoms. An exchange-correlation potential that is nonlinear in the density is not covered.

```lean
/-- The output density of orbitals `c k` with occupations `f k`. -/
def density (f : κ → ℝ) (c : κ → ι → ℝ) : ι → ℝ :=
  fun i => ∑ k, f k * c k i ^ 2
```

In ordinary notation, $\rho_i=\sum_k f_k c_{k,i}^2$. The occupations are arbitrary real numbers that do not depend on $t$.

```lean
/-- The Harris energy: the occupied sum of eigenvalues minus the double-counting term of the
input density. -/
def harrisEnergy (f e : κ → ℝ) (K : Matrix ι ι ℝ) (n : ι → ℝ) : ℝ :=
  (∑ k, f k * e k) - (n ⬝ᵥ K *ᵥ n) / 2
```

The symbol `⬝ᵥ` is the scalar product. The eigenvalue sum contains the interaction with the input density in full, and the term $\tfrac12 n^TKn$ removes the double counting. There is no ion–ion energy; its derivative would be added separately.

```lean
/-- The total energy of a set of orbitals: the bare one-electron energy plus the interaction
energy of their own density. -/
def totalEnergy (f : κ → ℝ) (c : κ → ι → ℝ) (h K : Matrix ι ι ℝ) : ℝ :=
  (∑ k, f k * (c k ⬝ᵥ h *ᵥ c k)) + (density f c ⬝ᵥ K *ᵥ density f c) / 2
```

This is $\sum_k f_k\,c_k^Thc_k+\tfrac12\rho^TK\rho$, the energy of the orbitals interacting through their own density.

## Symmetry and product rules

```lean
/-- A symmetric matrix has the same matrix element between two vectors in either order. -/
theorem symm_dot {A : Matrix ι ι ℝ} (hA : A.IsSymm) (x y : ι → ℝ) :
    x ⬝ᵥ A *ᵥ y = y ⬝ᵥ A *ᵥ x := by
  rw [Matrix.dotProduct_mulVec, ← Matrix.mulVec_transpose, hA.eq, dotProduct_comm]
```

For symmetric $A$, $x^TAy=y^TAx$. The proof moves the matrix to the other vector as its transpose and uses `hA.eq`, which says $A^T=A$.

```lean
/-- The product rule for the scalar product of two moving vectors. -/
theorem hasDerivAt_dot {u v : ℝ → ι → ℝ} {u' v' : ι → ℝ} {t₀ : ℝ}
    (hu : ∀ i, HasDerivAt (fun t => u t i) (u' i) t₀)
    (hv : ∀ i, HasDerivAt (fun t => v t i) (v' i) t₀) :
    HasDerivAt (fun t => u t ⬝ᵥ v t) (u' ⬝ᵥ v t₀ + u t₀ ⬝ᵥ v') t₀ := by
  have key : HasDerivAt (fun t => ∑ i, u t i * v t i)
      (∑ i, (u' i * v t₀ i + u t₀ i * v' i)) t₀ :=
    HasDerivAt.fun_sum fun i _ => (hu i).fun_mul (hv i)
  simpa only [dotProduct, Finset.sum_add_distrib] using key
```

`HasDerivAt g g' t₀` says that the function $g$ is differentiable at $t_0$ with derivative $g'$. A primed name such as `u'` is therefore a fixed vector, the derivative at $t_0$. The lemma is $(u^Tv)'=u'^Tv+u^Tv'$, obtained by differentiating $\sum_i u_iv_i$ term by term.

```lean
/-- The product rule for a moving matrix acting on a moving vector. -/
theorem hasDerivAt_mulVec {A : ℝ → Matrix ι ι ℝ} {A' : Matrix ι ι ℝ}
    {v : ℝ → ι → ℝ} {v' : ι → ℝ} {t₀ : ℝ}
    (hA : ∀ i j, HasDerivAt (fun t => A t i j) (A' i j) t₀)
    (hv : ∀ i, HasDerivAt (fun t => v t i) (v' i) t₀) (i : ι) :
    HasDerivAt (fun t => (A t *ᵥ v t) i) ((A' *ᵥ v t₀ + A t₀ *ᵥ v') i) t₀ :=
  hasDerivAt_dot (u := fun t j => A t i j) (u' := fun j => A' i j) (hA i) hv
```

Likewise $(Av)'=A'v+Av'$. Entry $i$ of $Av$ is the scalar product of row $i$ with $v$, so the previous lemma applies to each row.

## The eigenvalue derivative

```lean
/-- Hellmann–Feynman theorem: the eigenvalue of a normalised, differentiable eigenvector
changes at the rate given by the expectation value of the derivative of the Hamiltonian. -/
theorem hellmann_feynman {H : ℝ → Matrix ι ι ℝ} {H' : Matrix ι ι ℝ}
    {c : ℝ → ι → ℝ} {c' : ι → ℝ} {e : ℝ → ℝ} {t₀ : ℝ} (hsym : (H t₀).IsSymm)
    (hH : ∀ i j, HasDerivAt (fun t => H t i j) (H' i j) t₀)
    (hc : ∀ i, HasDerivAt (fun t => c t i) (c' i) t₀)
    (hunit : ∀ t, c t ⬝ᵥ c t = 1) (heig : ∀ t, H t *ᵥ c t = e t • c t) :
    HasDerivAt e (c t₀ ⬝ᵥ H' *ᵥ c t₀) t₀ := by
  have he : e = fun t => c t ⬝ᵥ (H t *ᵥ c t) := by
    funext t
    rw [heig, dotProduct_smul, hunit, smul_eq_mul, mul_one]
  -- normalisation makes the orbital response orthogonal to the orbital
  have h0 : c' ⬝ᵥ c t₀ = 0 := by
    have h1 := hasDerivAt_dot hc hc
    simp only [hunit] at h1
    have h2 := h1.unique (hasDerivAt_const t₀ (1 : ℝ))
    rw [dotProduct_comm (c t₀) c'] at h2
    linarith
  have h3 := hasDerivAt_dot hc (hasDerivAt_mulVec hH hc)
  rw [he]
  refine h3.congr_deriv ?_
  rw [dotProduct_add, symm_dot hsym (c t₀) c', heig, dotProduct_smul, h0]
  simp
```

The hypotheses say that $H$ and $c$ are differentiable at $t_0$, that $H(t_0)$ is symmetric, and that $c^Tc=1$ and $Hc=ec$ hold for all $t$. Differentiability of $e$ is a conclusion. That of the eigenvector is assumed, which matters at degeneracies.

By hand, normalisation gives $e=c^THc$, which is `he`. The product rules give

$$e'=c'^THc+c^TH'c+c^THc'.$$

By symmetry the first and last terms are equal, and the eigenvalue equation turns each into $e\,c'^Tc$. Hence

$$e'=c^TH'c+2e\,c'^Tc.$$

Differentiating $c^Tc=1$ gives $2c'^Tc=0$, so the orbital response drops out. In Lean this is `h0`: the constant function $1$ has derivative $0$ and also $2c'^Tc$, and a derivative is unique. The expanded product rule is `h3`, and the last lines simplify it.

## From eigenvalues to the Harris energy

```lean
variable [DecidableEq ι]

/-- The occupied sum of expectation values of the effective Hamiltonian is the bare part plus
the interaction of the output density with the input density. -/
theorem band_sum (f : κ → ℝ) (c : κ → ι → ℝ) (h K : Matrix ι ι ℝ) (n : ι → ℝ) :
    ∑ k, f k * (c k ⬝ᵥ effectiveHamiltonian h K n *ᵥ c k) =
      (∑ k, f k * (c k ⬝ᵥ h *ᵥ c k)) + density f c ⬝ᵥ K *ᵥ n := by
  have hk : ∀ k, c k ⬝ᵥ effectiveHamiltonian h K n *ᵥ c k =
      c k ⬝ᵥ h *ᵥ c k + ∑ i, c k i ^ 2 * (K *ᵥ n) i := by
    intro k
    rw [effectiveHamiltonian, Matrix.add_mulVec, dotProduct_add]
    congr 1
    simp only [dotProduct, Matrix.mulVec_diagonal]
    exact Finset.sum_congr rfl fun i _ => by ring
  simp only [hk, mul_add, Finset.sum_add_distrib]
  congr 1
  simp only [dotProduct, density, Finset.sum_mul, Finset.mul_sum]
  rw [Finset.sum_comm]
  exact Finset.sum_congr rfl fun i _ => Finset.sum_congr rfl fun k _ => by ring
```

The identity reads

$$\sum_k f_k\,c_k^T\big(h+\mathrm{diag}(Kn)\big)c_k=\sum_k f_k\,c_k^Thc_k+\rho^TKn.$$

For one orbital, the diagonal part contributes $\sum_i c_{k,i}^2(Kn)_i$, which is `hk`. Multiplying by $f_k$, summing over $k$ and exchanging the two sums (`Finset.sum_comm`) produces $\rho$. The orbitals need not be eigenvectors here, and $h$ and $n$ are arbitrary, so the identity can also be used with $h'$ and $n'$.

```lean
/-- The derivative of the Harris energy is the Hellmann–Feynman term of the bare Hamiltonian
plus the non-self-consistency correction, which couples the density residual to the change of
the input density. -/
theorem harris_force {f : κ → ℝ} {K : Matrix ι ι ℝ} {h : ℝ → Matrix ι ι ℝ}
    {h' : Matrix ι ι ℝ} {n : ℝ → ι → ℝ} {n' : ι → ℝ} {c : ℝ → κ → ι → ℝ}
    {c' : κ → ι → ℝ} {e : ℝ → κ → ℝ} {t₀ : ℝ} (hK : K.IsSymm) (hs : (h t₀).IsSymm)
    (hh : ∀ i j, HasDerivAt (fun t => h t i j) (h' i j) t₀)
    (hn : ∀ i, HasDerivAt (fun t => n t i) (n' i) t₀)
    (hc : ∀ k i, HasDerivAt (fun t => c t k i) (c' k i) t₀)
    (hunit : ∀ t k, c t k ⬝ᵥ c t k = 1)
    (heig : ∀ t k, effectiveHamiltonian (h t) K (n t) *ᵥ c t k = e t k • c t k) :
    HasDerivAt (fun t => harrisEnergy f (e t) K (n t))
      ((∑ k, f k * (c t₀ k ⬝ᵥ h' *ᵥ c t₀ k)) +
        (density f (c t₀) - n t₀) ⬝ᵥ K *ᵥ n') t₀ := by
  have hv : ∀ i, HasDerivAt (fun t => (K *ᵥ n t) i) ((K *ᵥ n') i) t₀ := by
    intro i
    have h1 := hasDerivAt_mulVec (A := fun _ => K) (A' := 0)
      (fun i j => hasDerivAt_const t₀ (K i j)) hn i
    simpa only [Matrix.zero_mulVec, zero_add] using h1
  -- the effective Hamiltonian is linear in the pair (h, n)
  have hH : ∀ i j, HasDerivAt (fun t => effectiveHamiltonian (h t) K (n t) i j)
      (effectiveHamiltonian h' K n' i j) t₀ := by
    intro i j
    by_cases hij : i = j
    · subst hij
      simp only [effectiveHamiltonian, Matrix.add_apply, Matrix.diagonal_apply_eq]
      exact (hh i i).fun_add (hv i)
    · simp only [effectiveHamiltonian, Matrix.add_apply, Matrix.diagonal_apply_ne _ hij,
        add_zero]
      exact hh i j
  have he : ∀ k, HasDerivAt (fun t => e t k)
      (c t₀ k ⬝ᵥ effectiveHamiltonian h' K n' *ᵥ c t₀ k) t₀ := fun k =>
    hellmann_feynman (H := fun t => effectiveHamiltonian (h t) K (n t))
      (c := fun t => c t k) (hs.add (Matrix.isSymm_diagonal _)) hH (hc k)
      (fun t => hunit t k) (fun t => heig t k)
  have h1 : HasDerivAt (fun t => ∑ k, f k * e t k)
      (∑ k, f k * (c t₀ k ⬝ᵥ effectiveHamiltonian h' K n' *ᵥ c t₀ k)) t₀ :=
    HasDerivAt.fun_sum fun k _ => (he k).const_mul (f k)
  -- the double-counting term
  have h2 : HasDerivAt (fun t => n t ⬝ᵥ K *ᵥ n t) (2 * (n t₀ ⬝ᵥ K *ᵥ n')) t₀ :=
    (hasDerivAt_dot hn hv).congr_deriv (by rw [symm_dot hK n' (n t₀)]; ring)
  have h3 := h1.fun_sub (h2.div_const 2)
  exact h3.congr_deriv (by rw [band_sum, sub_dotProduct]; ring)
```

This is the result stated at the start. The conditions `hunit` and `heig` hold for every $t$ and every orbital, while differentiability and the symmetry of $h$ are needed only at $t_0$. Nothing requires different orbitals to be orthogonal or the lowest levels to be filled; a ground-state calculation supplies both.

By hand, since $K$ is constant,

$$H'=h'+\mathrm{diag}(Kn').$$

This has the same form as $H$, so the code writes it as `effectiveHamiltonian h' K n'`. Hellmann–Feynman gives $e_k'=c_k^TH'c_k$, and the identity for the occupied sum, applied to $h'$ and $n'$, yields

$$\sum_k f_ke_k'=\sum_k f_k\,c_k^Th'c_k+\rho^TKn'.$$

The double-counting term has derivative

$$\tfrac12\big(n'^TKn+n^TKn'\big)=n^TKn',$$

because $K$ is symmetric. Subtracting it gives the formula.

The proof follows this order. `hv` differentiates $Kn$; `hH` differentiates $H$, treating diagonal and off-diagonal entries separately; `he` applies Hellmann–Feynman to each orbital; `h1` sums over orbitals; `h2` treats the double counting. The last line inserts `band_sum` and collects terms.

The vector $n'$ describes how the input density is made to change with $t$. An input built from superposed atomic densities, for instance, moves with the atoms. At self-consistency, $\rho=n$ and only the Hellmann–Feynman term remains.

## When the correction vanishes, and what the energy misses

```lean
omit [DecidableEq ι] in
/-- The non-self-consistency correction vanishes for every change of the input density exactly
when the density residual produces no potential. -/
theorem correction_vanishes_iff {K : Matrix ι ι ℝ} (hK : K.IsSymm) (f : κ → ℝ)
    (c : κ → ι → ℝ) (n : ι → ℝ) :
    (∀ n' : ι → ℝ, (density f c - n) ⬝ᵥ K *ᵥ n' = 0) ↔ K *ᵥ (density f c - n) = 0 := by
  constructor
  · intro h
    have h1 := h (K *ᵥ (density f c - n))
    rw [symm_dot hK] at h1
    exact dotProduct_self_eq_zero.mp h1
  · intro h n'
    rw [symm_dot hK, h, dotProduct_zero]
```

Write $r=\rho-n$ for the density residual. The theorem says that $r^TKn'=0$ for all $n'$ exactly when $Kr=0$. In one direction, choose $n'=Kr$: symmetry gives $0=r^TK(Kr)=(Kr)^T(Kr)$, a sum of squares, so $Kr=0$. In the other, $r^TKn'=n'^TKr=0$. Here $n'$ ranges over all vectors, including changes that alter the number of electrons. For one particular $n'$, the correction may vanish even though $Kr\neq0$.

```lean
/-- The Harris energy equals the total energy of the output orbitals minus the interaction energy `r
⬝ᵥ K *ᵥ r / 2` of the density residual `r = density f c - n`. -/
theorem harris_eq_total_sub_residual {f e : κ → ℝ} {c : κ → ι → ℝ} {h K : Matrix ι ι ℝ}
    {n : ι → ℝ} (hK : K.IsSymm) (hunit : ∀ k, c k ⬝ᵥ c k = 1)
    (heig : ∀ k, effectiveHamiltonian h K n *ᵥ c k = e k • c k) :
    harrisEnergy f e K n = totalEnergy f c h K -
      ((density f c - n) ⬝ᵥ K *ᵥ (density f c - n)) / 2 := by
  have he : ∀ k, e k = c k ⬝ᵥ effectiveHamiltonian h K n *ᵥ c k := by
    intro k
    rw [heig, dotProduct_smul, hunit, smul_eq_mul, mul_one]
  unfold harrisEnergy totalEnergy
  simp only [he]
  rw [band_sum, Matrix.mulVec_sub, dotProduct_sub, sub_dotProduct, sub_dotProduct,
    symm_dot hK n (density f c)]
  ring
```

At a single value of $t$, the Harris energy equals the total energy of the output orbitals minus $\tfrac12 r^TKr$. By hand, the eigenvalue sum is $\sum_k f_k\,c_k^Thc_k+\rho^TKn$, so the total energy minus the Harris energy is

$$\tfrac12\rho^TK\rho-\rho^TKn+\tfrac12n^TKn=\tfrac12(\rho-n)^TK(\rho-n).$$

The energy difference is thus quadratic in the residual, whereas the force correction is linear in it. The proof writes each eigenvalue as an expectation value (`he`), inserts `band_sum`, expands the residual form and lets `ring` finish the algebra.

## Two sites, with numbers

```lean
/-- Two sites with zero bare Hamiltonian, `K = 1` and input density `(t, 1 - t)`: the orbital `(1,
0)` has eigenvalue `t`, and with this orbital occupied once the Harris energy has derivative `2 (1 -
t)`. -/
theorem harris_force_witness (t₀ : ℝ) :
    (∀ t : ℝ, effectiveHamiltonian 0 1 ![t, 1 - t] *ᵥ ![1, 0] = t • ![(1 : ℝ), 0]) ∧
    HasDerivAt (fun t : ℝ => harrisEnergy (fun _ : Unit => 1) (fun _ => t) 1 ![t, 1 - t])
      (2 * (1 - t₀)) t₀ := by
  have heig : ∀ t : ℝ,
      effectiveHamiltonian 0 1 ![t, 1 - t] *ᵥ ![1, 0] = t • ![(1 : ℝ), 0] := by
    intro t
    ext i
    fin_cases i <;> simp [effectiveHamiltonian, Matrix.mulVec_diagonal]
  have hn : ∀ i, HasDerivAt (fun t : ℝ => ![t, 1 - t] i) (![(1 : ℝ), -1] i) t₀ := by
    intro i
    fin_cases i
    · exact hasDerivAt_id' t₀
    · exact (hasDerivAt_id' t₀).const_sub 1
  refine ⟨heig, ?_⟩
  have key := harris_force (f := fun _ : Unit => (1 : ℝ)) (K := (1 : Matrix (Fin 2) (Fin 2) ℝ))
    (h := fun _ => 0) (h' := 0) (n := fun t => ![t, 1 - t]) (n' := ![1, -1])
    (c := fun _ _ => ![1, 0]) (c' := fun _ _ => 0) (e := fun t _ => t) (t₀ := t₀)
    Matrix.isSymm_one Matrix.isSymm_zero (fun _ _ => hasDerivAt_const t₀ (0 : ℝ)) hn
    (fun _ i => hasDerivAt_const t₀ (![(1 : ℝ), 0] i))
    (fun _ _ => by simp [dotProduct, Fin.sum_univ_two]) (fun t _ => heig t)
  refine key.congr_deriv ?_
  simp [density, dotProduct, Fin.sum_univ_two]
  ring

end

end HarrisForce
```

Take $h=0$, $K$ the identity and $n=(t,1-t)$. Then $H=\mathrm{diag}(t,1-t)$, and the constant orbital $(1,0)$ has eigenvalue $t$. This is the first half of the statement. The second half says that the Harris energy, with this orbital occupied once, has derivative $2(1-t_0)$ at $t_0$. The proof checks the hypotheses of `harris_force` and evaluates its formula. The bare Hamiltonian does not change, so the whole derivative is the correction.

At $t=\tfrac14$ the input density is $(\tfrac14,\tfrac34)$, the output density is $(1,0)$ and the residual is $r=(\tfrac34,-\tfrac34)$. With $n'=(1,-1)$, the correction is

$$r^Tn'=\tfrac34+\tfrac34=\tfrac32.$$

Direct differentiation agrees: $E=t-\tfrac12\big(t^2+(1-t)^2\big)$ gives $E'=2(1-t)=\tfrac32$.

The energies fit as well. The Harris energy is $\tfrac14-\tfrac12\cdot\tfrac{10}{16}=-\tfrac1{16}$. The total energy of the output orbital is $\tfrac12$, and half the residual form is $\tfrac12\cdot\tfrac{18}{16}=\tfrac9{16}$; their difference is again $-\tfrac1{16}$.

```lean
#print axioms HarrisForce.harris_force
#print axioms HarrisForce.correction_vanishes_iff
#print axioms HarrisForce.harris_eq_total_sub_residual
```

```
'HarrisForce.harris_force' depends on axioms: [propext, Classical.choice, Quot.sound]
'HarrisForce.correction_vanishes_iff' depends on axioms: [propext, Classical.choice, Quot.sound]
'HarrisForce.harris_eq_total_sub_residual' depends on axioms: [propext, Classical.choice, Quot.sound]
```
